# Explicit d matrices and tilted Stern–Gerlach probabilities for spin 1 and spin 3/2

## Two phases rotate a spin 1/2

Take $\hbar=1$ and rotate a spin 1/2 by an angle $\beta$ about the $y$ axis. In the basis $m=\tfrac12,-\tfrac12$,

$$J_y=\frac12\begin{pmatrix}0&-i\\ i&0\end{pmatrix}.$$

Its normalised eigenvectors are $(1,i)/\sqrt2$ and $(1,-i)/\sqrt2$, with eigenvalues $\pm\tfrac12$. Write $c=\cos(\beta/2)$, $s=\sin(\beta/2)$ and $z=e^{-i\beta/2}=c-is$. The rotation multiplies the two eigenvectors by $z$ and $\bar z$, so

$$e^{-i\beta J_y}=\frac z2\begin{pmatrix}1&-i\\ i&1\end{pmatrix}+\frac{\bar z}2\begin{pmatrix}1&i\\ -i&1\end{pmatrix}=\begin{pmatrix}c&-s\\ s&c\end{pmatrix}.$$

The complex phases combine into a real matrix, and the squares of its top row are $c^2,s^2$. For higher spin the phases are products of the same $z$ and $\bar z$.

## Spin 1 and spin 3/2 along a tilted axis

A particle is prepared in the state of highest $m$ along $z$. A second analyser measures the spin component along an axis tilted by $\beta$ towards $x$, namely $\cos\beta\,J_z+\sin\beta\,J_x$. Its eigenstates are the columns of $U=e^{-i\beta J_y}$.

For spin 1, $U$ is the real orthogonal matrix

$$d=\begin{pmatrix}c^2&-\sqrt2cs&s^2\\ \sqrt2cs&c^2-s^2&-\sqrt2cs\\ s^2&\sqrt2cs&c^2\end{pmatrix},$$

and the outcomes $1,0,-1$ have probabilities $c^4,\,2c^2s^2,\,s^4$.

For spin 3/2 it is

$$d=\begin{pmatrix}c^3&-\sqrt3c^2s&\sqrt3cs^2&-s^3\\ \sqrt3c^2s&c^3-2cs^2&s^3-2c^2s&\sqrt3cs^2\\ \sqrt3cs^2&2c^2s-s^3&c^3-2cs^2&-\sqrt3c^2s\\ s^3&\sqrt3cs^2&\sqrt3c^2s&c^3\end{pmatrix},$$

and the outcomes $\tfrac32,\tfrac12,-\tfrac12,-\tfrac32$ have probabilities $c^6,\,3c^4s^2,\,3c^2s^4,\,s^6$.

These probabilities assume an ideal projective measurement and no change of the spin state between preparation and measurement.

## How the Lean definitions encode the measurement

Indices start at 0, and index 0 is the highest $m$. The spin matrices are entered explicitly, in units of $\hbar$. `rotation J β` is the matrix exponential of $-i\beta J$, while `spinOneD` and `spinThreeHalfD` are real matrices. The rotation theorems convert their entries to complex numbers with `.map Complex.ofReal` before equating them with the exponential, and also state $dd^{T}=1$.

`tiltedProbability J β k` is the Born rule, taken as a definition: the squared modulus of the overlap between column $k$ of the rotation and the top basis vector. This is a probability when `J` is Hermitian, as both $J_y$ matrices are. The definition does not mention the analyser's axis. That link comes from `spinOne_tilted_axis` and `spinThreeHalf_tilted_axis`, which state

$$(\cos\beta\,J_z+\sin\beta\,J_x)\,U=U J_z.$$

Read column by column, this says that column $k$ is an eigenvector of the tilted component with the $k$-th eigenvalue of $J_z$. All theorems about the two spins hold for every real $\beta$. General spin, rotations with three Euler angles and the motion of atoms through a magnet are not treated.

## Summing the phases by hand

**Spin 1.** The vectors $(1,\sqrt2i,-1)/2$, $(1,0,1)/\sqrt2$ and $(1,-\sqrt2i,-1)/2$ are normalised eigenvectors of $J_y$ with eigenvalues $1,0,-1$. Their phases are $z^2$, $z\bar z=1$ and $\bar z^2$. Summing phase times projector, and using $z+\bar z=2c$ and $z-\bar z=-2is$, gives

$$\begin{aligned}
d_{00}&=\tfrac14(z+\bar z)^2=c^2,\\
d_{01}&=-\tfrac{\sqrt2i}4(z^2-\bar z^2)=-\sqrt2cs,\\
d_{02}&=-\tfrac14(z-\bar z)^2=s^2,\\
d_{11}&=\tfrac12(z^2+\bar z^2)=c^2-s^2.
\end{aligned}$$

Two symmetries supply the other entries. Since $-iJ_y$ is real and antisymmetric, $d(\beta)^T=d(-\beta)$. Reversing the order of the basis changes the sign of $J_y$, so reversing both indices of $d$ also replaces $\beta$ by $-\beta$, that is, $s$ by $-s$. The first symmetry gives orthogonality as well: $dd^T=d(\beta)d(-\beta)=1$.

**Spin 3/2.** The normalised eigenvectors, for eigenvalues $\tfrac32,\tfrac12,-\tfrac12,-\tfrac32$, are $1/\sqrt8$ times

$$(1,\sqrt3i,-\sqrt3,-i),\quad(\sqrt3,i,1,\sqrt3i),\quad(\sqrt3,-i,1,-\sqrt3i),\quad(1,-\sqrt3i,-\sqrt3,i).$$

The phases are $z^3,z^2\bar z,z\bar z^2,\bar z^3$. The top row is

$$\begin{aligned}
d_{00}&=\tfrac18(z+\bar z)^3=c^3,\\
d_{01}&=-\tfrac{\sqrt3i}8(z+\bar z)^2(z-\bar z)=-\sqrt3c^2s,\\
d_{02}&=-\tfrac{\sqrt3}8(z+\bar z)(z-\bar z)^2=\sqrt3cs^2,\\
d_{03}&=\tfrac i8(z-\bar z)^3=-s^3.
\end{aligned}$$

For the inner entries, use $z^3=c^3-3cs^2+i(s^3-3c^2s)$:

$$\begin{aligned}
d_{11}&=\tfrac18\left[3(z^3+\bar z^3)+z\bar z(z+\bar z)\right]\\
&=\tfrac18\left[6c^3-18cs^2+2c(c^2+s^2)\right]=c^3-2cs^2,\\
d_{12}&=-\tfrac i8\left[3(z^3-\bar z^3)-z\bar z(z-\bar z)\right]\\
&=-\tfrac i8\left[6i(s^3-3c^2s)+2is(c^2+s^2)\right]=s^3-2c^2s.
\end{aligned}$$

The same two symmetries complete the matrix and give its orthogonality.

## From the rotated axis to the probabilities

Let $A(\beta)=UJ_zU^\dagger$. From $[J_y,J_z]=iJ_x$ and $[J_y,J_x]=-iJ_z$,

$$A'=-iU[J_y,J_z]U^\dagger=UJ_xU^\dagger,\qquad A''=-iU[J_y,J_x]U^\dagger=-A.$$

With $A(0)=J_z$ and $A'(0)=J_x$, the solution is $A=\cos\beta\,J_z+\sin\beta\,J_x$. Multiplying by $U$ on the right gives the axis relation.

The overlap of column $k$ with the top state is $\overline{U_{0k}}$. Since $U=d$ is real, the probability is $d_{0k}^2$, and squaring the top rows gives the two distributions.

## Special angles and an undetected sign error

At $\beta=0$ the top outcome is certain, and at $\beta=\pi$ the bottom one is. At $\beta=\pi/2$ the probabilities are $\tfrac14,\tfrac12,\tfrac14$ for spin 1 and $\tfrac18,\tfrac38,\tfrac38,\tfrac18$ for spin 3/2.

Writing $e^{+i\beta J_y}$ by mistake changes $s$ to $-s$ and tilts the axis the other way, yet every probability stays the same. Agreement with the expected distribution therefore does not confirm the sign of the rotation; the axis relation does.

## The complete Lean file

```lean
import Mathlib

open Matrix Complex

namespace WignerRotation

noncomputable section

/-- The rotation operator `exp(-i β J)` generated by a spin matrix `J`. -/
def rotation {n : ℕ} (J : Matrix (Fin n) (Fin n) ℂ) (β : ℝ) : Matrix (Fin n) (Fin n) ℂ :=
  NormedSpace.exp ((-(I * (β : ℂ))) • J)

/-- Squared modulus of the overlap between the top basis state and `exp(-i β J) |k⟩`. For Hermitian
`J` it is the Born probability of finding the top state in that rotated basis state. -/
def tiltedProbability {n : ℕ} (J : Matrix (Fin (n + 1)) (Fin (n + 1)) ℂ) (β : ℝ)
    (k : Fin (n + 1)) : ℝ :=
  Complex.normSq (star (fun i => rotation J β i k) ⬝ᵥ Pi.single 0 1)

/-- The spin-1 matrix `Jx` in the basis `m = 1, 0, -1`. -/
def spinOneJx : Matrix (Fin 3) (Fin 3) ℂ :=
  !![0, √2 / 2, 0; √2 / 2, 0, √2 / 2; 0, √2 / 2, 0]

/-- The spin-1 matrix `Jy` in the basis `m = 1, 0, -1`. -/
def spinOneJy : Matrix (Fin 3) (Fin 3) ℂ :=
  !![0, -I * √2 / 2, 0; I * √2 / 2, 0, -I * √2 / 2; 0, I * √2 / 2, 0]

/-- The spin-1 matrix `Jz` in the basis `m = 1, 0, -1`. -/
def spinOneJz : Matrix (Fin 3) (Fin 3) ℂ :=
  !![1, 0, 0; 0, 0, 0; 0, 0, -1]

/-- The spin-3/2 matrix `Jx` in the basis `m = 3/2, 1/2, -1/2, -3/2`. -/
def spinThreeHalfJx : Matrix (Fin 4) (Fin 4) ℂ :=
  !![0, √3 / 2, 0, 0; √3 / 2, 0, 1, 0; 0, 1, 0, √3 / 2; 0, 0, √3 / 2, 0]

/-- The spin-3/2 matrix `Jy` in the basis `m = 3/2, 1/2, -1/2, -3/2`. -/
def spinThreeHalfJy : Matrix (Fin 4) (Fin 4) ℂ :=
  !![0, -I * √3 / 2, 0, 0; I * √3 / 2, 0, -I, 0;
     0, I, 0, -I * √3 / 2; 0, 0, I * √3 / 2, 0]

/-- The spin-3/2 matrix `Jz` in the basis `m = 3/2, 1/2, -1/2, -3/2`. -/
def spinThreeHalfJz : Matrix (Fin 4) (Fin 4) ℂ :=
  !![3 / 2, 0, 0, 0; 0, 1 / 2, 0, 0; 0, 0, -1 / 2, 0; 0, 0, 0, -3 / 2]

/-- The real spin-1 Wigner d matrix, written in the half angle. -/
def spinOneD (β : ℝ) : Matrix (Fin 3) (Fin 3) ℝ :=
  let c := Real.cos (β / 2)
  let s := Real.sin (β / 2)
  !![c ^ 2, -(√2 * c * s), s ^ 2;
     √2 * c * s, c ^ 2 - s ^ 2, -(√2 * c * s);
     s ^ 2, √2 * c * s, c ^ 2]

/-- The real spin-3/2 Wigner d matrix, written in the half angle. -/
def spinThreeHalfD (β : ℝ) : Matrix (Fin 4) (Fin 4) ℝ :=
  let c := Real.cos (β / 2)
  let s := Real.sin (β / 2)
  !![c ^ 3, -(√3 * c ^ 2 * s), √3 * c * s ^ 2, -s ^ 3;
     √3 * c ^ 2 * s, c ^ 3 - 2 * c * s ^ 2, s ^ 3 - 2 * c ^ 2 * s, √3 * c * s ^ 2;
     √3 * c * s ^ 2, 2 * c ^ 2 * s - s ^ 3, c ^ 3 - 2 * c * s ^ 2, -(√3 * c ^ 2 * s);
     s ^ 3, √3 * c * s ^ 2, √3 * c ^ 2 * s, c ^ 3]

/-- Cosine and sine of `β` in terms of the half angle, and `cos² + sin² = 1` at the half angle, all
as identities between complex numbers. -/
theorem half_angle (β : ℝ) :
    (Real.cos β : ℂ) = (Real.cos (β / 2) : ℂ) ^ 2 - (Real.sin (β / 2) : ℂ) ^ 2 ∧
    (Real.sin β : ℂ) = 2 * (Real.sin (β / 2) : ℂ) * (Real.cos (β / 2) : ℂ) ∧
    (Real.cos (β / 2) : ℂ) ^ 2 + (Real.sin (β / 2) : ℂ) ^ 2 = 1 := by
  have h1 := Real.cos_add (β / 2) (β / 2)
  have h2 := Real.sin_add (β / 2) (β / 2)
  rw [add_halves] at h1 h2
  have h1' : Real.cos β = Real.cos (β / 2) ^ 2 - Real.sin (β / 2) ^ 2 := by rw [h1]; ring
  have h2' : Real.sin β = 2 * Real.sin (β / 2) * Real.cos (β / 2) := by rw [h2]; ring
  exact ⟨by exact_mod_cast h1', by exact_mod_cast h2',
    by exact_mod_cast Real.cos_sq_add_sin_sq (β / 2)⟩

/-- If the columns of an invertible `V` are eigenvectors of `J` with eigenvalues `(a - b)/2`,
the rotation is a spectral sum whose phases are powers of `cos(β/2) ∓ i sin(β/2)`. -/
theorem rotation_spectral {n : ℕ} (J V W : Matrix (Fin n) (Fin n) ℂ) (a b : Fin n → ℕ)
    (β : ℝ) (hVW : V * W = 1)
    (hJ : ∀ i k, (J * V) i k = V i k * (((a k : ℂ) - b k) / 2)) (i j : Fin n) :
    rotation J β i j = ∑ k, V i k * (((Real.cos (β / 2) : ℂ) - Real.sin (β / 2) * I) ^ a k *
      ((Real.cos (β / 2) : ℂ) + Real.sin (β / 2) * I) ^ b k) * W k j := by
  let m : Fin n → ℂ := fun k => ((a k : ℂ) - b k) / 2
  have hD : J * V = V * diagonal m := by
    ext i k
    rw [hJ, Matrix.mul_diagonal]
  have hU : IsUnit V := ⟨⟨V, W, hVW, mul_eq_one_comm.mp hVW⟩, rfl⟩
  have hW : V⁻¹ = W := Matrix.inv_eq_right_inv hVW
  -- diagonalise the generator
  have hB : (-(I * (β : ℂ))) • J = V * diagonal ((-(I * (β : ℂ))) • m) * V⁻¹ := by
    rw [hW, Matrix.diagonal_smul, Matrix.mul_smul, Matrix.smul_mul, ← hD, Matrix.mul_assoc,
      hVW, Matrix.mul_one]
  rw [rotation, hB, Matrix.exp_conj _ _ hU, Matrix.exp_diagonal, hW, Matrix.mul_apply]
  refine Finset.sum_congr rfl fun k _ => ?_
  -- the exponential of a diagonal is taken entry by entry
  have hE : NormedSpace.exp ((-(I * (β : ℂ))) • m) k =
      NormedSpace.exp (((-(I * (β : ℂ))) • m) k) :=
    NormedSpace.map_exp (Pi.evalRingHom (fun _ : Fin n => ℂ) k) (continuous_apply k) _
  -- evaluate each phase by Euler's formula
  rw [Matrix.mul_diagonal, hE, ← Complex.exp_eq_exp_ℂ, Pi.smul_apply, smul_eq_mul,
    show -(I * (β : ℂ)) * m k = (a k : ℂ) * (((-(β / 2) : ℝ) : ℂ) * I) +
      (b k : ℂ) * (((β / 2 : ℝ) : ℂ) * I) by simp only [m]; push_cast; ring,
    Complex.exp_add, Complex.exp_nat_mul, Complex.exp_nat_mul, Complex.exp_mul_I,
    Complex.exp_mul_I, ← Complex.ofReal_cos, ← Complex.ofReal_sin, ← Complex.ofReal_cos,
    ← Complex.ofReal_sin, Real.cos_neg, Real.sin_neg, Complex.ofReal_neg, neg_mul,
    ← sub_eq_add_neg]

/-- For spin 1, `exp(-i β Jy)` is the explicit real d matrix, and that matrix is orthogonal. -/
theorem spinOne_rotation (β : ℝ) :
    rotation spinOneJy β = (spinOneD β).map Complex.ofReal ∧
      spinOneD β * (spinOneD β)ᵀ = 1 := by
  have hR : √2 ^ 2 = (2 : ℝ) := Real.sq_sqrt (by norm_num)
  have hr : ((√2 : ℝ) : ℂ) ^ 2 = 2 := by exact_mod_cast hR
  have hI : I ^ 2 = -1 := Complex.I_sq
  constructor
  · ext i j
    -- the columns of the first matrix are eigenvectors of Jy
    refine (rotation_spectral spinOneJy
      !![1, 1, 1; √2 * I, 0, -(√2 * I); -1, 1, -1]
      !![1 / 4, -(√2 * I) / 4, -1 / 4; 1 / 2, 0, 1 / 2; 1 / 4, √2 * I / 4, -1 / 4]
      ![2, 1, 0] ![0, 1, 2] β ?_ ?_ i j).trans ?_
    · ext k l
      fin_cases k <;> fin_cases l <;> simp [Matrix.mul_apply, Fin.sum_univ_succ] <;> grind
    · intro k l
      fin_cases k <;> fin_cases l <;>
        simp [spinOneJy, Matrix.mul_apply, Fin.sum_univ_succ] <;> grind
    · fin_cases i <;> fin_cases j <;>
        simp [spinOneD, Fin.sum_univ_succ, -Complex.ofReal_cos, -Complex.ofReal_sin] <;> grind
  · have hcs := Real.cos_sq_add_sin_sq (β / 2)
    ext i j
    fin_cases i <;> fin_cases j <;>
      simp [spinOneD, Matrix.mul_apply, Fin.sum_univ_succ] <;> grind

/-- For spin 3/2, `exp(-i β Jy)` is the explicit real d matrix, and that matrix is orthogonal. -/
theorem spinThreeHalf_rotation (β : ℝ) :
    rotation spinThreeHalfJy β = (spinThreeHalfD β).map Complex.ofReal ∧
      spinThreeHalfD β * (spinThreeHalfD β)ᵀ = 1 := by
  have hR : √3 ^ 2 = (3 : ℝ) := Real.sq_sqrt (by norm_num)
  have hr : ((√3 : ℝ) : ℂ) ^ 2 = 3 := by exact_mod_cast hR
  have hI : I ^ 2 = -1 := Complex.I_sq
  constructor
  · ext i j
    -- the columns of the first matrix are eigenvectors of Jy
    refine (rotation_spectral spinThreeHalfJy
      !![1, √3, √3, 1; √3 * I, I, -I, -(√3 * I); -√3, 1, 1, -√3; -I, √3 * I, -(√3 * I), I]
      !![1 / 8, -(√3 * I) / 8, -√3 / 8, I / 8; √3 / 8, -I / 8, 1 / 8, -(√3 * I) / 8;
         √3 / 8, I / 8, 1 / 8, √3 * I / 8; 1 / 8, √3 * I / 8, -√3 / 8, -I / 8]
      ![3, 2, 1, 0] ![0, 1, 2, 3] β ?_ ?_ i j).trans ?_
    · ext k l
      fin_cases k <;> fin_cases l <;> simp [Matrix.mul_apply, Fin.sum_univ_succ] <;> grind
    · intro k l
      fin_cases k <;> fin_cases l <;>
        simp [spinThreeHalfJy, Matrix.mul_apply, Fin.sum_univ_succ] <;> grind
    · fin_cases i <;> fin_cases j <;>
        simp [spinThreeHalfD, Fin.sum_univ_succ, -Complex.ofReal_cos, -Complex.ofReal_sin] <;>
        grind
  · have hcs := Real.cos_sq_add_sin_sq (β / 2)
    ext i j
    fin_cases i <;> fin_cases j <;>
      simp [spinThreeHalfD, Matrix.mul_apply, Fin.sum_univ_succ] <;> grind

/-- For spin 1, the rotation carries the eigenstates of `Jz` to eigenstates of the tilted
component `cos β Jz + sin β Jx`, with the same eigenvalues. -/
theorem spinOne_tilted_axis (β : ℝ) :
    ((Real.cos β : ℂ) • spinOneJz + (Real.sin β : ℂ) • spinOneJx) * rotation spinOneJy β =
      rotation spinOneJy β * spinOneJz := by
  have hr : ((√2 : ℝ) : ℂ) ^ 2 = 2 := by
    exact_mod_cast Real.sq_sqrt (show (0 : ℝ) ≤ 2 by norm_num)
  obtain ⟨hc, hs, hcs⟩ := half_angle β
  rw [(spinOne_rotation β).1, hc, hs]
  ext i j
  fin_cases i <;> fin_cases j <;>
    simp [spinOneD, spinOneJx, spinOneJz, Matrix.mul_apply, Fin.sum_univ_succ,
      -Complex.ofReal_cos, -Complex.ofReal_sin] <;> grind

/-- For spin 3/2, the rotation carries the eigenstates of `Jz` to eigenstates of the tilted
component `cos β Jz + sin β Jx`, with the same eigenvalues. -/
theorem spinThreeHalf_tilted_axis (β : ℝ) :
    ((Real.cos β : ℂ) • spinThreeHalfJz + (Real.sin β : ℂ) • spinThreeHalfJx) *
      rotation spinThreeHalfJy β = rotation spinThreeHalfJy β * spinThreeHalfJz := by
  have hr : ((√3 : ℝ) : ℂ) ^ 2 = 3 := by
    exact_mod_cast Real.sq_sqrt (show (0 : ℝ) ≤ 3 by norm_num)
  obtain ⟨hc, hs, hcs⟩ := half_angle β
  rw [(spinThreeHalf_rotation β).1, hc, hs]
  ext i j
  fin_cases i <;> fin_cases j <;>
    simp [spinThreeHalfD, spinThreeHalfJx, spinThreeHalfJz, Matrix.mul_apply,
      Fin.sum_univ_succ, -Complex.ofReal_cos, -Complex.ofReal_sin] <;> grind

/-- When `exp(-i β J)` is a real matrix `D`, `tiltedProbability J β k` is the square of the `k`-th
entry in the top row of `D`. -/
theorem tiltedProbability_of_real {n : ℕ} (J : Matrix (Fin (n + 1)) (Fin (n + 1)) ℂ) (β : ℝ)
    (D : Matrix (Fin (n + 1)) (Fin (n + 1)) ℝ) (h : rotation J β = D.map Complex.ofReal)
    (k : Fin (n + 1)) : tiltedProbability J β k = D 0 k ^ 2 := by
  simp [tiltedProbability, h, Complex.normSq_ofReal, sq]

/-- For a spin-1 particle in the top state, the rotated basis states `exp(-i β Jy) |k⟩` with
`k = 0, 1, 2` have Born probabilities `c⁴, 2c²s², s⁴`, where `c = cos(β/2)` and `s = sin(β/2)`. -/
theorem spinOne_sternGerlach (β : ℝ) :
    let c := Real.cos (β / 2)
    let s := Real.sin (β / 2)
    tiltedProbability spinOneJy β = ![c ^ 4, 2 * c ^ 2 * s ^ 2, s ^ 4] := by
  intro c s
  have hR : √2 ^ 2 = (2 : ℝ) := Real.sq_sqrt (by norm_num)
  funext k
  rw [tiltedProbability_of_real _ β _ (spinOne_rotation β).1]
  fin_cases k <;> simp [spinOneD, c, s] <;> grind

/-- For a spin-3/2 particle in the top state, the rotated basis states `exp(-i β Jy) |k⟩` with
`k = 0, 1, 2, 3` have Born probabilities `c⁶, 3c⁴s², 3c²s⁴, s⁶`, where `c = cos(β/2)` and
`s = sin(β/2)`. -/
theorem spinThreeHalf_sternGerlach (β : ℝ) :
    let c := Real.cos (β / 2)
    let s := Real.sin (β / 2)
    tiltedProbability spinThreeHalfJy β =
      ![c ^ 6, 3 * c ^ 4 * s ^ 2, 3 * c ^ 2 * s ^ 4, s ^ 6] := by
  intro c s
  have hR : √3 ^ 2 = (3 : ℝ) := Real.sq_sqrt (by norm_num)
  funext k
  rw [tiltedProbability_of_real _ β _ (spinThreeHalf_rotation β).1]
  fin_cases k <;> simp [spinThreeHalfD, c, s] <;> grind

end

end WignerRotation
```

```lean
#print axioms WignerRotation.spinOne_tilted_axis
#print axioms WignerRotation.spinThreeHalf_tilted_axis
#print axioms WignerRotation.spinOne_sternGerlach
#print axioms WignerRotation.spinThreeHalf_sternGerlach
```

```
'WignerRotation.spinOne_tilted_axis' depends on axioms: [propext, Classical.choice, Quot.sound]
'WignerRotation.spinThreeHalf_tilted_axis' depends on axioms: [propext, Classical.choice, Quot.sound]
'WignerRotation.spinOne_sternGerlach' depends on axioms: [propext, Classical.choice, Quot.sound]
'WignerRotation.spinThreeHalf_sternGerlach' depends on axioms: [propext, Classical.choice, Quot.sound]
```

## Where the file follows the calculation

`rotation_spectral` carries out the sum over eigenvectors for any finite matrix `J` with a suitable eigenbasis. The columns of `V` are unnormalised eigenvectors, `W` is the inverse of `V`, and the eigenvalues are $(a_k-b_k)/2$ with natural numbers $a_k,b_k$. The proof writes the generator as $V$ times a diagonal matrix times $V^{-1}$. `Matrix.exp_conj` moves the exponential inside this product, and `Matrix.exp_diagonal` reduces it to the diagonal entries. Splitting each exponent as $a_k(-i\beta/2)+b_k(i\beta/2)$ and applying Euler's formula gives the phases $z^{a_k}\bar z^{b_k}$.

`spinOne_rotation` and `spinThreeHalf_rotation` supply the eigenvectors listed above without their normalising factors; the inverse matrix compensates. Three checks remain: `V * W = 1`, the eigenvalue equation, and the equality of the phase sum with each entry of $d$. `fin_cases` runs through the indices, `simp` expands the finite sums, and `grind` finishes the algebra using $i^2=-1$ and the square of $\sqrt2$ or $\sqrt3$. Orthogonality is checked by direct multiplication with $c^2+s^2=1$, in place of the symmetry argument.

The axis theorems also replace the differential equation by multiplication. They substitute the explicit $d$ matrix, use `half_angle` to express $\cos\beta$ and $\sin\beta$ through $c$ and $s$, and compare entries.

`tiltedProbability_of_real` proves that a real rotation matrix gives the probabilities $d_{0k}^2$. `spinOne_sternGerlach` and `spinThreeHalf_sternGerlach` apply it to the two matrices and simplify the squares.
